# Autocorrelation damping keeps the two-energy Chebyshev reconstruction of $|A_{kl}|^2$ nonnegative

How strongly an operator $A$ connects states at energy $x$ with states at energy $y$ is a nonnegative quantity, but its approximation from traces of matrix products is, as a formula, a complex number. The approximation is therefore kept complex here, and "nonnegative" means that its imaginary part vanishes and its real part is at least zero. Reality is then part of the result instead of being imposed by taking a real part.

## The claim for a finite Hermitian matrix

Let $H$ be a finite Hermitian matrix with orthonormal eigenvectors $|k\rangle$ and eigenvalues $e_k\in[-1,1]$, and let $A$ be any square complex matrix of the same size, with $A_{kl}=\langle k|A|l\rangle$. The density to be approximated is

$$j(x,y)=\sum_{k,l}|A_{kl}|^2\,\delta(x-e_k)\,\delta(y-e_l).$$

For non-interacting electrons in a finite orthonormal basis, with $H$ the shifted and rescaled one-electron Hamiltonian and $A$ a component of the current operator, this density enters the Kubo–Greenwood conductivity.

With the Chebyshev polynomials $T_n$, the moments are $\mu_{mn}=\mathrm{tr}(A^\dagger T_m(H)\,A\,T_n(H))$. Put $h_0=1$ and $h_n=2$ for $n\ge1$. Choose real numbers $a_0,\dots,a_{N-1}$ and take their autocorrelation $g_n=\sum_{v=0}^{N-1-n}a_va_{v+n}$ as damping factors. The claim is that

$$R(x,y)=\sum_{m,n<N}h_mh_n\,g_mg_n\,\mu_{mn}\,T_m(x)T_n(y)\;\ge\;0\qquad\text{on }[-1,1]^2 .$$

For Hermitian $A$ the dagger can be omitted. The usual expansion of $j$ carries a further factor $1/(\pi^2\sqrt{1-x^2}\sqrt{1-y^2})$, which is positive inside the square and does not affect the sign.

## From a squared Fourier sum to a nonnegative density

**A cosine sum that is a square.** Expand

$$\Big|\sum_{v<N}a_v e^{iv\theta}\Big|^2=\sum_{v,w<N}a_va_w\cos((v-w)\theta).$$

Pairs with $|v-w|=n$ occur once for $n=0$ and in two orders for $n\ge1$, so the right side is $\sum_{n<N}h_ng_n\cos n\theta$. The left side is $(\sum_v a_v\cos v\theta)^2+(\sum_v a_v\sin v\theta)^2\ge0$.

**The kernel in one energy.** Define $K(x,e)=\sum_{n<N}h_ng_nT_n(x)T_n(e)$. For $x=\cos\alpha$ and $e=\cos\beta$ we have $T_n(x)T_n(e)=\cos n\alpha\cos n\beta=\tfrac12[\cos n(\alpha-\beta)+\cos n(\alpha+\beta)]$. Hence $K(x,e)$ is the mean of two cosine sums of the kind just treated, and $K(x,e)\ge0$.

**The moments.** Since $T_n(H)|l\rangle=T_n(e_l)|l\rangle$, evaluating the trace in the eigenbasis gives

$$\mu_{mn}=\sum_{k,l}\overline{A_{kl}}\,T_m(e_k)\,A_{kl}\,T_n(e_l)=\sum_{k,l}|A_{kl}|^2\,T_m(e_k)T_n(e_l).$$

**The reconstruction.** Insert this into $R$ and sum over $m$ and $n$ first. The double sum factorises:

$$R(x,y)=\sum_{k,l}|A_{kl}|^2\,K(x,e_k)\,K(y,e_l).$$

Every factor is nonnegative, which proves the claim.

## Two levels with and without damping

Take $H=\sigma_z$, $A=\sigma_x$ and $N=2$. The levels are $\pm1$, and $|A_{kl}|^2$ is $1$ between different levels and $0$ otherwise. With $g_0=1$ the kernel is $K(x,e)=1+2g_1xe$.

Without damping, $g_1=1$, so $K(1,1)=3$ and $K(1,-1)=-1$. Then $R(1,1)=3\cdot(-1)+(-1)\cdot3=-6$.

With $a_0=a_1=1/\sqrt2$ we get $g_0=1$ and $g_1=\tfrac12$, so $K(1,1)=2$ and $K(1,-1)=0$. Now $R(1,1)=0$, while $R(1,-1)=2\cdot2+0\cdot0=4$ at a point where $j$ has a peak.

## Moments, damping and reconstruction in Lean

The finite type `ι` labels the basis states. Opening `ComplexOrder` gives `0 ≤ z` for complex `z` the meaning stated at the start.

```lean
import Mathlib

open Matrix Polynomial Finset
open scoped ComplexOrder

namespace DoubleKernelPolynomial

noncomputable section

variable {ι : Type*} [Fintype ι] [DecidableEq ι]
```

The Chebyshev polynomial is needed both at a real energy and at a matrix.

```lean
/-- The Chebyshev polynomial `T_n` evaluated at a real energy. -/
def cheb (n : ℕ) (x : ℝ) : ℝ := (Polynomial.Chebyshev.T ℝ n).eval x

/-- The Chebyshev polynomial `T_n(H)` of a matrix `H`. -/
def chebOp (H : Matrix ι ι ℂ) (n : ℕ) : Matrix ι ι ℂ :=
  aeval H (Polynomial.Chebyshev.T ℝ n)
```

The moment has two operator slots, so that $A^\dagger,A$ and $A,A$ are both instances of it.

```lean
/-- The double moment `tr(A T_m(H) B T_n(H))`. -/
def doubleMoment (A B H : Matrix ι ι ℂ) (m n : ℕ) : ℂ :=
  trace (A * chebOp H m * B * chebOp H n)
```

The name `weight` denotes the factor $h_n$, not the integration weight $1/\sqrt{1-x^2}$ of the Chebyshev polynomials.

```lean
/-- The expansion weight: `1` for `n = 0` and `2` for `n ≥ 1`. -/
def weight (n : ℕ) : ℝ := if n = 0 then 1 else 2
```

In `damping` the coefficients are an infinite sequence, of which only the first `N` are used. The normalisation $g_0=1$ is not required.

```lean
/-- The damping factor `g_n = ∑ a_v a_(v+n)` built from `a_0, ..., a_(N-1)`. -/
def damping (a : ℕ → ℝ) (N n : ℕ) : ℝ := ∑ v ∈ range (N - n), a v * a (v + n)
```

The kernel and the reconstruction accept an arbitrary real damping `g`, so the undamped case can be expressed too.

```lean
/-- The kernel with damping `g` that broadens a level at `e` into a function of `x`. -/
def kernel (g : ℕ → ℝ) (N : ℕ) (x e : ℝ) : ℝ :=
  ∑ n ∈ range N, weight n * g n * (cheb n x * cheb n e)

/-- The two-dimensional reconstruction from the double moments with `m, n < N`
and damping `g`. -/
def reconstruction (g : ℕ → ℝ) (N : ℕ) (A B H : Matrix ι ι ℂ) (x y : ℝ) : ℂ :=
  ∑ m ∈ range N, ∑ n ∈ range N,
    ((weight m * weight n * g m * g n * cheb m x * cheb n y : ℝ) : ℂ) *
      doubleMoment A B H m n
```

The matrix $U$ of eigenvectors turns $A$ into $U^\dagger AU$, whose entries are the $A_{kl}$ above.

```lean
/-- The unitary matrix whose columns are the eigenvectors of `H`. -/
def eigenU {H : Matrix ι ι ℂ} (hH : H.IsHermitian) : Matrix ι ι ℂ :=
  (hH.eigenvectorUnitary : Matrix ι ι ℂ)

/-- The matrix of `A` in the eigenbasis of `H`. -/
def inEigenbasis {H : Matrix ι ι ℂ} (hH : H.IsHermitian) (A : Matrix ι ι ℂ) :
    Matrix ι ι ℂ := star (eigenU hH) * A * eigenU hH
```

## Positivity of the kernel

Lean proves the cosine identity by induction on `N` instead of regrouping a double sum. A new coefficient $a_N$ adds $a_{N-n}a_N$ to each $g_n$ with $n\le N$ (`h1`). The old part is the induction hypothesis (`h0`), and the added part is $a_N^2+2a_N\sum_{v<N}a_v\cos((N-v)\theta)$ (`h2`). After the cosine of the difference is expanded (`h3`), this is exactly what the two squares gain.

```lean
/-- The cosine series with the autocorrelation damping factors `damping a N n` is a sum of two
squares. -/
theorem damped_cosine_sum (a : ℕ → ℝ) (θ : ℝ) (N : ℕ) :
    ∑ n ∈ range N, weight n * damping a N n * Real.cos (n * θ) =
      (∑ v ∈ range N, a v * Real.cos (v * θ)) ^ 2 +
      (∑ v ∈ range N, a v * Real.sin (v * θ)) ^ 2 := by
  induction N with
  | zero => simp
  | succ N ih =>
    -- the new coefficient `a_N` adds one product to every damping factor
    have h1 : ∑ n ∈ range (N + 1), weight n * damping a (N + 1) n * Real.cos (n * θ) =
        ∑ n ∈ range (N + 1), weight n * damping a N n * Real.cos (n * θ) +
        ∑ n ∈ range (N + 1), weight n * (a (N - n) * a N) * Real.cos (n * θ) := by
      rw [← sum_add_distrib]
      refine sum_congr rfl fun n hn => ?_
      have hn' : n ≤ N := by have := mem_range.1 hn; omega
      have hd : damping a (N + 1) n = damping a N n + a (N - n) * a N := by
        unfold damping
        rw [show N + 1 - n = (N - n) + 1 by omega, sum_range_succ, Nat.sub_add_cancel hn']
      rw [hd]
      ring
    have h0 : ∑ n ∈ range (N + 1), weight n * damping a N n * Real.cos (n * θ) =
        (∑ v ∈ range N, a v * Real.cos (v * θ)) ^ 2 +
        (∑ v ∈ range N, a v * Real.sin (v * θ)) ^ 2 := by
      rw [sum_range_succ, ih, show damping a N N = 0 by simp [damping]]
      ring
    have h2 : ∑ n ∈ range (N + 1), weight n * (a (N - n) * a N) * Real.cos (n * θ) =
        a N ^ 2 + 2 * a N * ∑ v ∈ range N, a v * Real.cos (((N : ℝ) - v) * θ) := by
      rw [sum_range_succ', ← sum_range_reflect (fun v => a v * Real.cos (((N : ℝ) - v) * θ)) N,
        mul_sum, add_comm]
      congr 1
      · simp [weight, sq]
      · refine sum_congr rfl fun n hn => ?_
        have hn' := mem_range.1 hn
        have c : (N : ℝ) - ((N - 1 - n : ℕ) : ℝ) = ((n + 1 : ℕ) : ℝ) := by
          rw [sub_eq_iff_eq_add, ← Nat.cast_add]
          congr 1
          omega
        rw [c, show N - 1 - n = N - (n + 1) by omega,
          show weight (n + 1) = 2 by simp [weight]]
        ring
    have h3 : ∑ v ∈ range N, a v * Real.cos (((N : ℝ) - v) * θ) =
        Real.cos (N * θ) * ∑ v ∈ range N, a v * Real.cos (v * θ) +
        Real.sin (N * θ) * ∑ v ∈ range N, a v * Real.sin (v * θ) := by
      rw [mul_sum, mul_sum, ← sum_add_distrib]
      refine sum_congr rfl fun v _ => ?_
      rw [sub_mul, Real.cos_sub]
      ring
    rw [h1, h0, h2, h3, sum_range_succ, sum_range_succ]
    linear_combination (-(a N) ^ 2) * Real.sin_sq_add_cos_sq (N * θ)
```

For the kernel, `arccos` supplies the angles $\alpha$ and $\beta$, which is where both energies must lie in $[-1,1]$. The step `h` is the product formula for cosines.

```lean
/-- The kernel with autocorrelation damping `damping a N` is nonnegative when both energies lie in
`[-1,1]`. -/
theorem kernel_nonneg (a : ℕ → ℝ) (N : ℕ) {x e : ℝ}
    (hx : x ∈ Set.Icc (-1) 1) (he : e ∈ Set.Icc (-1) 1) :
    0 ≤ kernel (damping a N) N x e := by
  obtain ⟨α, rfl⟩ : ∃ α, Real.cos α = x := ⟨_, Real.cos_arccos hx.1 hx.2⟩
  obtain ⟨β, rfl⟩ : ∃ β, Real.cos β = e := ⟨_, Real.cos_arccos he.1 he.2⟩
  -- a product of cosines is the mean of the cosines of difference and sum
  have h : kernel (damping a N) N (Real.cos α) (Real.cos β) =
      (∑ n ∈ range N, weight n * damping a N n * Real.cos (n * (α - β)) +
       ∑ n ∈ range N, weight n * damping a N n * Real.cos (n * (α + β))) / 2 := by
    rw [← sum_add_distrib, sum_div]
    refine sum_congr rfl fun n _ => ?_
    simp only [cheb, Polynomial.Chebyshev.T_real_cos, Int.cast_natCast]
    rw [mul_sub, mul_add (n : ℝ) α β, Real.cos_sub, Real.cos_add]
    ring
  rw [h, damped_cosine_sum, damped_cosine_sum]
  positivity
```

## Level sums for the moments

The next theorem states $T_m(H)=U\,\mathrm{diag}(T_m(e_i))\,U^\dagger$. The spectral theorem gives $HU=UD$ with $D$ the diagonal matrix of eigenvalues. Induction extends this to powers of $H$ (`hpow`), linearity to all real polynomials (`hp`), and multiplication by $U^\dagger$ from the right finishes the proof.

```lean
/-- For Hermitian `H`, the matrix `T_m(H)` is diagonal in the eigenbasis of `H`, with
entries `T_m(e_i)`. -/
theorem chebOp_eq {H : Matrix ι ι ℂ} (hH : H.IsHermitian) (m : ℕ) :
    chebOp H m = eigenU hH * diagonal (fun i => (cheb m (hH.eigenvalues i) : ℂ)) *
      star (eigenU hH) := by
  have uu : star (eigenU hH) * eigenU hH = 1 :=
    mem_unitaryGroup_iff'.1 hH.eigenvectorUnitary.2
  have uu' : eigenU hH * star (eigenU hH) = 1 :=
    mem_unitaryGroup_iff.1 hH.eigenvectorUnitary.2
  have hD : H = eigenU hH * diagonal (fun i => (hH.eigenvalues i : ℂ)) *
      star (eigenU hH) := by
    have hs := hH.spectral_theorem
    rw [Unitary.conjStarAlgAut_apply] at hs
    exact hs
  have hU : H * eigenU hH = eigenU hH * diagonal (fun i => (hH.eigenvalues i : ℂ)) :=
    (congrArg (· * eigenU hH) hD).trans (by simp only [mul_assoc, uu, mul_one])
  have hpow : ∀ k : ℕ, H ^ k * eigenU hH =
      eigenU hH * diagonal (fun i => (hH.eigenvalues i : ℂ) ^ k) := by
    intro k
    induction k with
    | zero => simp
    | succ k ih =>
      rw [pow_succ, mul_assoc, hU, ← mul_assoc, ih, mul_assoc, diagonal_mul_diagonal]
      simp only [pow_succ]
  -- the same holds for every real polynomial of `H`
  have hp : ∀ p : ℝ[X], aeval H p * eigenU hH =
      eigenU hH * diagonal (fun i => ((p.eval (hH.eigenvalues i) : ℝ) : ℂ)) := by
    intro p
    induction p using Polynomial.induction_on' with
    | add p q hp hq =>
      rw [map_add, add_mul, hp, hq, ← mul_add, diagonal_add]
      simp only [eval_add, Complex.ofReal_add]
    | monomial k c =>
      rw [aeval_monomial, ← Algebra.smul_def, smul_mul_assoc, hpow k, ← mul_smul_comm]
      congr 1
      ext i j
      by_cases h : i = j
      · subst h
        simp
      · simp [h]
  unfold chebOp cheb
  rw [← hp, mul_assoc, uu', mul_one]
```

Cyclicity of the trace then moves the outer $U$ around, so that only $U^\dagger AU$, its adjoint and diagonal matrices remain. Writing out the entries produces $\overline{A_{kl}}A_{kl}=|A_{kl}|^2$, which is `Complex.normSq` in Lean.

```lean
/-- For Hermitian `H`, the double moments of `A†` and `A` are sums over pairs of levels, weighted by
the squared moduli of the matrix elements of `A` in the eigenbasis. -/
theorem doubleMoment_eq {H : Matrix ι ι ℂ} (hH : H.IsHermitian) (A : Matrix ι ι ℂ)
    (m n : ℕ) :
    doubleMoment Aᴴ A H m n = ((∑ k, ∑ l, Complex.normSq (inEigenbasis hH A k l) *
      cheb m (hH.eigenvalues k) * cheb n (hH.eigenvalues l) : ℝ) : ℂ) := by
  have h : doubleMoment Aᴴ A H m n = trace ((inEigenbasis hH A)ᴴ *
      diagonal (fun i => (cheb m (hH.eigenvalues i) : ℂ)) * inEigenbasis hH A *
      diagonal (fun i => (cheb n (hH.eigenvalues i) : ℂ))) := by
    rw [doubleMoment, chebOp_eq hH m, chebOp_eq hH n, ← mul_assoc, trace_mul_comm]
    simp only [inEigenbasis, star_eq_conjTranspose, conjTranspose_mul,
      conjTranspose_conjTranspose, mul_assoc]
  rw [h, sum_comm]
  simp only [Complex.ofReal_sum, Matrix.trace, Matrix.diag_apply]
  refine sum_congr rfl fun l _ => ?_
  rw [mul_diagonal, Matrix.mul_apply, sum_mul]
  refine sum_congr rfl fun k _ => ?_
  have hz := Complex.normSq_eq_conj_mul_self (z := inEigenbasis hH A k l)
  rw [starRingEnd_apply] at hz
  rw [mul_diagonal, conjTranspose_apply, Complex.ofReal_mul, Complex.ofReal_mul, hz]
  ring
```

The factorised form of $R$ holds for every real damping and all real $x,y$, with no condition on the spectrum. The auxiliary statement `swap` interchanges the Chebyshev sums with the level sums, and `sum_mul_sum` recognises the product of two kernels.

```lean
/-- For Hermitian `H` and any real damping, the reconstruction from `tr(A† T_m(H) A T_n(H))` is a
sum over pairs of levels of products of two kernels, weighted by the squared moduli of the matrix
elements of `A` in the eigenbasis. -/
theorem reconstruction_eq {H : Matrix ι ι ℂ} (hH : H.IsHermitian) (A : Matrix ι ι ℂ)
    (g : ℕ → ℝ) (N : ℕ) (x y : ℝ) :
    reconstruction g N Aᴴ A H x y =
      ((∑ k, ∑ l, Complex.normSq (inEigenbasis hH A k l) *
        (kernel g N x (hH.eigenvalues k) * kernel g N y (hH.eigenvalues l)) : ℝ) : ℂ) := by
  -- level sums and Chebyshev sums are interchanged
  have swap : ∀ f : ℕ → ℕ → ι → ι → ℝ,
      ∑ m ∈ range N, ∑ n ∈ range N, ∑ k, ∑ l, f m n k l =
      ∑ k, ∑ l, ∑ m ∈ range N, ∑ n ∈ range N, f m n k l := by
    intro f
    calc _ = ∑ m ∈ range N, ∑ k, ∑ n ∈ range N, ∑ l, f m n k l :=
          sum_congr rfl fun _ _ => sum_comm
      _ = ∑ k, ∑ m ∈ range N, ∑ n ∈ range N, ∑ l, f m n k l := sum_comm
      _ = _ := sum_congr rfl fun _ _ =>
          (sum_congr rfl fun _ _ => sum_comm).trans sum_comm
  have h : reconstruction g N Aᴴ A H x y =
      ((∑ m ∈ range N, ∑ n ∈ range N, ∑ k, ∑ l,
        (weight m * weight n * g m * g n * cheb m x * cheb n y) *
        (Complex.normSq (inEigenbasis hH A k l) *
          cheb m (hH.eigenvalues k) * cheb n (hH.eigenvalues l)) : ℝ) : ℂ) := by
    simp only [reconstruction, doubleMoment_eq hH, Complex.ofReal_sum, Complex.ofReal_mul,
      mul_sum]
  rw [h, swap]
  congr 1
  refine sum_congr rfl fun k _ => sum_congr rfl fun l _ => ?_
  rw [kernel, kernel, sum_mul_sum, mul_sum]
  refine sum_congr rfl fun m _ => ?_
  rw [mul_sum]
  refine sum_congr rfl fun n _ => ?_
  ring
```

## The nonnegative reconstruction

The hypothesis `hspec` places the eigenvalues in $[-1,1]$. Physically it stands for the shift and rescaling of the energies that precede a Chebyshev expansion. The proof is the last step by hand: a sum of products of nonnegative factors.

```lean
/-- If `H` is Hermitian with eigenvalues in `[-1,1]`, the reconstruction from
`tr(A† T_m(H) A T_n(H))` with autocorrelation damping `damping a N` is real and nonnegative on
`[-1,1]²`, for every matrix `A`. -/
theorem reconstruction_nonneg {H : Matrix ι ι ℂ} (hH : H.IsHermitian)
    (hspec : ∀ i, hH.eigenvalues i ∈ Set.Icc (-1) 1) (A : Matrix ι ι ℂ)
    (a : ℕ → ℝ) (N : ℕ) {x y : ℝ} (hx : x ∈ Set.Icc (-1) 1) (hy : y ∈ Set.Icc (-1) 1) :
    0 ≤ reconstruction (damping a N) N Aᴴ A H x y := by
  rw [reconstruction_eq hH]
  exact Complex.zero_le_real.mpr (sum_nonneg fun k _ => sum_nonneg fun l _ =>
    mul_nonneg (Complex.normSq_nonneg _)
      (mul_nonneg (kernel_nonneg a N hx (hspec k)) (kernel_nonneg a N hy (hspec l))))
```

If $A$ is Hermitian, $A^\dagger$ is replaced by $A$.

```lean
/-- If `A` and `H` are Hermitian and `H` has eigenvalues in `[-1,1]`, the reconstruction from
`tr(A T_m(H) A T_n(H))` with autocorrelation damping `damping a N` is real and nonnegative on
`[-1,1]²`. -/
theorem reconstruction_nonneg_of_hermitian {A H : Matrix ι ι ℂ} (hA : A.IsHermitian)
    (hH : H.IsHermitian) (hspec : ∀ i, hH.eigenvalues i ∈ Set.Icc (-1) 1)
    (a : ℕ → ℝ) (N : ℕ) {x y : ℝ} (hx : x ∈ Set.Icc (-1) 1) (hy : y ∈ Set.Icc (-1) 1) :
    0 ≤ reconstruction (damping a N) N A A H x y := by
  have h := reconstruction_nonneg hH hspec A a N hx hy
  rwa [hA.eq] at h
```

Both theorems concern exact traces. For large matrices the moments are often estimated with random vectors, and nonnegativity does not follow from these theorems for such estimates.

The last theorem is the undamped two-level example, computed directly from the traces: the term $m=n=0$ contributes $2$, the term $m=n=1$ contributes $4\cdot(-2)$, and the mixed terms vanish. It shows that nonnegativity fails for some real damping factors, not that the autocorrelation form is necessary.

```lean
/-- Without damping, the reconstruction with `N = 2` for `H = σ_z` and `A = σ_x` takes the
value `-6` at `x = y = 1`. -/
theorem undamped_negative :
    reconstruction (fun _ => 1) 2 !![0, 1; 1, 0] !![0, 1; 1, 0]
      (!![1, 0; 0, -1] : Matrix (Fin 2) (Fin 2) ℂ) 1 1 = -6 := by
  have c0 : chebOp (!![1, 0; 0, -1] : Matrix (Fin 2) (Fin 2) ℂ) 0 = !![1, 0; 0, 1] := by
    simp [chebOp, Matrix.one_fin_two]
  have c1 : chebOp (!![1, 0; 0, -1] : Matrix (Fin 2) (Fin 2) ℂ) 1 = !![1, 0; 0, -1] := by
    simp [chebOp]
  have t0 : cheb 0 1 = 1 := by simp [cheb]
  have t1 : cheb 1 1 = 1 := by simp [cheb]
  simp only [reconstruction, sum_range_succ, sum_range_zero, doubleMoment, c0, c1, t0, t1]
  simp [weight, Matrix.trace_fin_two]
  norm_num

end

end DoubleKernelPolynomial
```

```lean
#print axioms DoubleKernelPolynomial.reconstruction_nonneg_of_hermitian
-- 'DoubleKernelPolynomial.reconstruction_nonneg_of_hermitian' depends on axioms: [propext, Classical.choice, Quot.sound]
#print axioms DoubleKernelPolynomial.undamped_negative
-- 'DoubleKernelPolynomial.undamped_negative' depends on axioms: [propext, Classical.choice, Quot.sound]
```
